# The nesting gap equation has exactly one positive solution, L/sinh(1/g), at every positive coupling

An unrestricted Hartree–Fock search for a spin-density wave in a metal with a nested Fermi surface can be started from a staggered spin density. If the up- and down-spin density matrices start out equal instead, and the levels of both spins are filled alike, they stay equal through the self-consistency cycle in exact arithmetic. In the zero-temperature mean-field model below, with a linearised, perfectly nested band and a single order parameter, a staggered start is warranted however weak the coupling: a spin-density-wave solution always exists and lies lower in energy than the unpolarised state.

Nesting pairs a state of band energy $x$, measured from the Fermi level, with one of energy $-x$. A spin-density wave of amplitude $D$ mixes them and gives the branches $\pm\sqrt{x^2+D^2}$. At zero temperature, with the lower branch full and the upper one empty, the self-consistency condition is

$$1 = g\int_0^L \frac{dx}{\sqrt{x^2+D^2}}.$$

Here $L$ is an energy cutoff, not a length, and the dimensionless $g$ stands for the exchange interaction times a constant density of states; for an on-site Hubbard repulsion $U$ it is $U$ times the density of states per site and per spin. The "gap" $D$ is half the spectral gap $2D$.

```lean
import Mathlib

open Real Filter Topology

namespace NestingGap

noncomputable section
```

## The integral, the gap and the energy

All quantities are real numbers. The integral without its prefactor $g$ is `gapIntegral L D`.

```lean
/-- The integral of `1/√(x² + D²)` over band energies `0 ≤ x ≤ L`, for a gap parameter `D ≠ 0`
and a cutoff `L`. -/
def gapIntegral (L D : ℝ) : ℝ := ∫ x in (0 : ℝ)..L, 1 / √(x ^ 2 + D ^ 2)
```

The candidate solution is `sdwGap g L`, that is $L/\sinh(1/g)$.

```lean
/-- The closed form `L / sinh (1/g)` for the gap at coupling `g ≠ 0` and cutoff `L`. -/
def sdwGap (g L : ℝ) : ℝ := L / sinh (1 / g)
```

The energy is the cost of the order parameter plus the negative energy of the filled lower branch, with a constant factor proportional to the density of states divided out:

$$E(D)=\frac{D^2}{2g}-\int_0^L\sqrt{x^2+D^2}\,dx.$$

Setting $E'(D)=0$ for $D\neq0$ gives the gap equation. That differentiation is motivation only: the Lean code takes both formulas as definitions. Reducing a real material's interacting electrons to this mean-field band is a step its hypotheses do not supply.

```lean
/-- The mean-field energy at coupling `g ≠ 0`: the cost `D²/(2g)` of the order parameter, minus
the integral of the quasiparticle energy `√(x² + D²)` over `0 ≤ x ≤ L`. -/
def meanFieldEnergy (g L D : ℝ) : ℝ :=
  D ^ 2 / (2 * g) - ∫ x in (0 : ℝ)..L, √(x ^ 2 + D ^ 2)
```

## Solving the gap equation

For $D>0$ the denominator never vanishes, so the integrand is continuous and hence integrable.

```lean
/-- For `D > 0` the integrand of the gap equation is continuous in the band energy. -/
theorem continuous_gapIntegrand {D : ℝ} (hD : 0 < D) :
    Continuous (fun x : ℝ => 1 / √(x ^ 2 + D ^ 2)) :=
  Continuous.div continuous_const (by fun_prop)
    (fun x => (Real.sqrt_pos.2 (by positivity)).ne')
```

Since $\sqrt{x^2+D^2}=D\sqrt{1+(x/D)^2}$,

$$\frac{d}{dx}\,\mathrm{arsinh}\frac{x}{D}=\frac{1}{D\sqrt{1+(x/D)^2}}=\frac{1}{\sqrt{x^2+D^2}},$$

and the integral is $\mathrm{arsinh}(L/D)$. It grows without bound as $D\to0^+$, which is why no minimum coupling appears. In the proof, `hder` is this derivative, and the fundamental theorem of calculus does the rest.

```lean
/-- For `D > 0` the gap integral equals `arsinh (L/D)`. -/
theorem gapIntegral_eq_arsinh (L : ℝ) {D : ℝ} (hD : 0 < D) :
    gapIntegral L D = arsinh (L / D) := by
  -- `arsinh (x/D)` is an antiderivative of the integrand
  have hder : ∀ x : ℝ, HasDerivAt (fun y : ℝ => arsinh (y / D)) (1 / √(x ^ 2 + D ^ 2)) x := by
    intro x
    have hscale : √(x ^ 2 + D ^ 2) = D * √(1 + (x / D) ^ 2) := by
      have h : x ^ 2 + D ^ 2 = D ^ 2 * (1 + (x / D) ^ 2) := by
        rw [mul_add, ← mul_pow, mul_div_cancel₀ x hD.ne']
        ring
      rw [h, Real.sqrt_mul (sq_nonneg D), Real.sqrt_sq hD.le]
    have h := (Real.hasDerivAt_arsinh (x / D)).comp x ((hasDerivAt_id' x).div_const D)
    refine h.congr_deriv ?_
    rw [hscale, one_div, one_div, mul_inv, mul_comm]
  unfold gapIntegral
  rw [intervalIntegral.integral_eq_sub_of_hasDerivAt (fun x _ => hder x)
    ((continuous_gapIntegrand hD).intervalIntegrable 0 L)]
  simp
```

For $g>0$ we have $\sinh(1/g)>0$, so the closed form is positive.

```lean
/-- The closed-form gap is positive for every coupling `g > 0` and cutoff `L > 0`. -/
theorem sdwGap_pos {g L : ℝ} (hg : 0 < g) (hL : 0 < L) : 0 < sdwGap g L :=
  div_pos hL (Real.sinh_pos_iff.2 (one_div_pos.2 hg))
```

For $D>0$ the gap equation now reads $\mathrm{arsinh}(L/D)=1/g$. Applying $\sinh$ gives $L/D=\sinh(1/g)$, hence $D=L/\sinh(1/g)$. The theorem states this as an equivalence for each real $D$: left to right is uniqueness, right to left is existence.

```lean
/-- For every coupling `g > 0` and cutoff `L > 0`, a real number `D` is a positive solution of the
nesting gap equation if and only if `D = L / sinh (1/g)`. -/
theorem gap_equation_iff {g L : ℝ} (hg : 0 < g) (hL : 0 < L) (D : ℝ) :
    (0 < D ∧ 1 = g * gapIntegral L D) ↔ D = sdwGap g L := by
  constructor
  · rintro ⟨hD, h⟩
    rw [gapIntegral_eq_arsinh L hD] at h
    have h1 : 1 / g = arsinh (L / D) := by
      rw [div_eq_iff hg.ne', mul_comm]
      exact h
    -- apply `sinh` to both sides and solve for the gap
    rw [sdwGap, h1, Real.sinh_arsinh, div_div_cancel₀ hL.ne']
  · rintro rfl
    refine ⟨sdwGap_pos hg hL, ?_⟩
    rw [gapIntegral_eq_arsinh L (sdwGap_pos hg hL), sdwGap, div_div_cancel₀ hL.ne',
      Real.arsinh_sinh, mul_one_div_cancel hg.ne']
```

## The weak-coupling law

The ratio of the gap to $2Le^{-1/g}$ is

$$\frac{1}{2\sinh(1/g)\,e^{-1/g}}=\frac{1}{1-e^{-2/g}}\longrightarrow 1\qquad(g\to0^+).$$

The filter `𝓝[>] 0` expresses the approach from above, and `key` is the identity for the denominator.

```lean
/-- As the coupling tends to zero from above at fixed cutoff `L > 0`, the ratio of the gap to
`2 L exp (-1/g)` tends to one. -/
theorem weak_coupling_gap {L : ℝ} (hL : 0 < L) :
    Tendsto (fun g : ℝ => sdwGap g L / (2 * L * exp (-(1 / g)))) (𝓝[>] 0) (𝓝 1) := by
  have h : Tendsto (fun g : ℝ => exp (-(2 * g⁻¹))) (𝓝[>] 0) (𝓝 0) :=
    Real.tendsto_exp_neg_atTop_nhds_zero.comp
      (tendsto_inv_nhdsGT_zero.const_mul_atTop two_pos)
  have h2 := (h.const_sub 1).inv₀ (by norm_num)
  rw [sub_zero, inv_one] at h2
  refine h2.congr' ?_
  filter_upwards [self_mem_nhdsWithin] with g hg
  have hs : 0 < sinh (1 / g) := Real.sinh_pos_iff.2 (one_div_pos.2 hg)
  have hE : exp (1 / g) * exp (-(1 / g)) = 1 := by
    rw [← Real.exp_add, add_neg_cancel, Real.exp_zero]
  -- the ratio is exactly `1 / (1 - exp (-2/g))`
  have key : 1 - exp (-(2 * g⁻¹)) = 2 * sinh (1 / g) * exp (-(1 / g)) := by
    rw [Real.sinh_eq, show -(2 * g⁻¹) = -(1 / g) + -(1 / g) by ring, Real.exp_add]
    linear_combination -hE
  have hF := Real.exp_pos (-(1 / g))
  rw [key, sdwGap]
  generalize sinh (1 / g) = s at *
  generalize exp (-(1 / g)) = F at *
  field_simp
```

## The gap solution minimises the energy

Write $G$ for the gap solution, $s=\sqrt{x^2+G^2}$ and $t=\sqrt{x^2+D^2}$, with $D$ any real number. Because $D^2-G^2=t^2-s^2$,

$$s+\frac{D^2-G^2}{2s}-t=\frac{(t-s)^2}{2s}\ge0.$$

Integrating over $x$ and using $\int_0^L dx/s=1/g$,

$$\int_0^L t\,dx\le\int_0^L s\,dx+\frac{D^2-G^2}{2g},$$

which rearranges to $E(G)\le E(D)$. The pointwise bound is `hpt`, its integral is `hint`, and `hG` inserts the gap equation.

```lean
/-- For `g > 0` and `L > 0`, the solution of the gap equation minimises the mean-field energy
over all real values of the order parameter. -/
theorem sdwGap_minimises_energy {g L : ℝ} (hg : 0 < g) (hL : 0 < L) (D : ℝ) :
    meanFieldEnergy g L (sdwGap g L) ≤ meanFieldEnergy g L D := by
  obtain ⟨hpos, hgap⟩ := (gap_equation_iff hg hL (sdwGap g L)).2 rfl
  generalize sdwGap g L = G at *
  have hG : gapIntegral L G = 1 / g := by
    rw [eq_div_iff hg.ne', mul_comm]
    exact hgap.symm
  -- the square root lies below its tangent in the variable `D²`
  have hpt : ∀ x : ℝ, √(x ^ 2 + D ^ 2) ≤
      √(x ^ 2 + G ^ 2) + (D ^ 2 - G ^ 2) / 2 * (1 / √(x ^ 2 + G ^ 2)) := by
    intro x
    have hs0 : 0 < √(x ^ 2 + G ^ 2) := Real.sqrt_pos.2 (by positivity)
    have hs : √(x ^ 2 + G ^ 2) ^ 2 = x ^ 2 + G ^ 2 := Real.sq_sqrt (by positivity)
    have ht : √(x ^ 2 + D ^ 2) ^ 2 = x ^ 2 + D ^ 2 := Real.sq_sqrt (by positivity)
    generalize √(x ^ 2 + G ^ 2) = s at *
    generalize √(x ^ 2 + D ^ 2) = t at *
    have e : s * s⁻¹ = 1 := mul_inv_cancel₀ hs0.ne'
    have hsq : s + (D ^ 2 - G ^ 2) / 2 * (1 / s) - t = (t - s) ^ 2 / (2 * s) := by
      linear_combination (t - s) * e + s⁻¹ / 2 * hs - s⁻¹ / 2 * ht
    have hnn : 0 ≤ (t - s) ^ 2 / (2 * s) := by positivity
    linarith
  have hc : Continuous (fun x : ℝ => √(x ^ 2 + G ^ 2)) := by fun_prop
  have hcD : Continuous (fun x : ℝ => √(x ^ 2 + D ^ 2)) := by fun_prop
  have hk := (continuous_gapIntegrand hpos).const_mul ((D ^ 2 - G ^ 2) / 2)
  have hiD : IntervalIntegrable (fun x : ℝ => √(x ^ 2 + D ^ 2)) MeasureTheory.volume 0 L :=
    hcD.intervalIntegrable 0 L
  have hiG : IntervalIntegrable (fun x : ℝ => √(x ^ 2 + G ^ 2)) MeasureTheory.volume 0 L :=
    hc.intervalIntegrable 0 L
  have hik : IntervalIntegrable (fun x : ℝ => (D ^ 2 - G ^ 2) / 2 * (1 / √(x ^ 2 + G ^ 2)))
      MeasureTheory.volume 0 L := hk.intervalIntegrable 0 L
  have hint : (∫ x in (0 : ℝ)..L, √(x ^ 2 + D ^ 2)) ≤ ∫ x in (0 : ℝ)..L,
      (√(x ^ 2 + G ^ 2) + (D ^ 2 - G ^ 2) / 2 * (1 / √(x ^ 2 + G ^ 2))) :=
    intervalIntegral.integral_mono_on hL.le hiD (hiG.add hik) (fun x _ => hpt x)
  rw [intervalIntegral.integral_add hiG hik, intervalIntegral.integral_const_mul] at hint
  change _ ≤ _ + (D ^ 2 - G ^ 2) / 2 * gapIntegral L G at hint
  rw [hG] at hint
  have hsplit : (D ^ 2 - G ^ 2) / 2 * (1 / g) = D ^ 2 / (2 * g) - G ^ 2 / (2 * g) := by ring
  unfold meanFieldEnergy
  linarith
```

## The energy gained by ordering

The integrated quasiparticle energy follows from

$$\frac{d}{dx}\Bigl(x\sqrt{x^2+D^2}\Bigr)=\sqrt{x^2+D^2}+\frac{x^2}{\sqrt{x^2+D^2}}=2\sqrt{x^2+D^2}-\frac{D^2}{\sqrt{x^2+D^2}}.$$

Integration from $0$ to $L$ gives the identity below.

```lean
/-- For `D > 0`, twice the integrated quasiparticle energy equals
`L √(L² + D²)` plus `D²` times the gap integral. -/
theorem band_energy_identity (L : ℝ) {D : ℝ} (hD : 0 < D) :
    2 * (∫ x in (0 : ℝ)..L, √(x ^ 2 + D ^ 2)) =
      L * √(L ^ 2 + D ^ 2) + D ^ 2 * gapIntegral L D := by
  have hder : ∀ x : ℝ, HasDerivAt (fun y : ℝ => y * √(y ^ 2 + D ^ 2))
      (2 * √(x ^ 2 + D ^ 2) - D ^ 2 * (1 / √(x ^ 2 + D ^ 2))) x := by
    intro x
    have h1 : HasDerivAt (fun y : ℝ => y ^ 2 + D ^ 2) (2 * x) x :=
      ((hasDerivAt_pow 2 x).add_const (D ^ 2)).congr_deriv (by norm_num)
    have hp : 0 < x ^ 2 + D ^ 2 := by positivity
    refine ((hasDerivAt_id' x).fun_mul (h1.sqrt hp.ne')).congr_deriv ?_
    have hs := Real.sq_sqrt hp.le
    have e := mul_inv_cancel₀ (Real.sqrt_pos.2 hp).ne'
    generalize √(x ^ 2 + D ^ 2) = s at *
    linear_combination s * e - s⁻¹ * hs
  have hc : Continuous (fun x : ℝ => 2 * √(x ^ 2 + D ^ 2)) := by fun_prop
  have hk := (continuous_gapIntegrand hD).const_mul (D ^ 2)
  have h := intervalIntegral.integral_eq_sub_of_hasDerivAt (fun x _ => hder x)
    ((hc.sub hk).intervalIntegrable 0 L)
  rw [intervalIntegral.integral_sub (hc.intervalIntegrable 0 L) (hk.intervalIntegrable 0 L),
    intervalIntegral.integral_const_mul, intervalIntegral.integral_const_mul] at h
  unfold gapIntegral
  linarith
```

At $D=G$ the gap integral is $1/g$, so the terms in $G^2/(2g)$ cancel and $E(G)=-\tfrac12L\sqrt{L^2+G^2}$. From $\cosh^2-\sinh^2=1$, the root equals $L\coth(1/g)$. With $E(0)=-L^2/2$,

$$E(0)-E(G)=\frac{L^2}{2}\,\frac{\cosh(1/g)-\sinh(1/g)}{\sinh(1/g)}=\frac{L^2e^{-1/g}}{2\sinh(1/g)}=\frac{L^2}{e^{2/g}-1}.$$

The steps `hzero`, `hedge` and `hdiff` give the integral in $E(0)$, the root and the difference; `hcs` and `hden` convert to exponentials. The gain is positive but exponentially small at weak coupling, so it can be hidden in a numerical comparison of the two states if the errors in their energies differ by a comparable amount.

```lean
/-- For `g > 0` and `L > 0`, the mean-field energy at zero order parameter exceeds that at the
gap solution by exactly `L² / (exp (2/g) - 1)`. -/
theorem condensation_energy {g L : ℝ} (hg : 0 < g) (hL : 0 < L) :
    meanFieldEnergy g L 0 - meanFieldEnergy g L (sdwGap g L) = L ^ 2 / (exp (2 / g) - 1) := by
  obtain ⟨hpos, hgap⟩ := (gap_equation_iff hg hL (sdwGap g L)).2 rfl
  have hG : gapIntegral L (sdwGap g L) = 1 / g := by
    rw [eq_div_iff hg.ne', mul_comm]
    exact hgap.symm
  have hband := band_energy_identity L hpos
  rw [hG] at hband
  have hzero : (∫ x in (0 : ℝ)..L, √(x ^ 2 + 0 ^ 2)) = L ^ 2 / 2 := by
    have h : (∫ x in (0 : ℝ)..L, √(x ^ 2 + 0 ^ 2)) = ∫ x in (0 : ℝ)..L, x := by
      apply intervalIntegral.integral_congr
      intro x hx
      rw [Set.uIcc_of_le hL.le] at hx
      change √(x ^ 2 + 0 ^ 2) = x
      rw [zero_pow two_ne_zero, add_zero, Real.sqrt_sq hx.1]
    rw [h, integral_id]
    ring
  have hs : 0 < sinh (1 / g) := Real.sinh_pos_iff.2 (one_div_pos.2 hg)
  have hc := Real.cosh_pos (1 / g)
  have e := mul_inv_cancel₀ hs.ne'
  -- at the solution the band-edge energy is `L coth (1/g)`
  have hedge : √(L ^ 2 + sdwGap g L ^ 2) = L * cosh (1 / g) / sinh (1 / g) := by
    have h : L ^ 2 + sdwGap g L ^ 2 = (L * cosh (1 / g) / sinh (1 / g)) ^ 2 := by
      have hcs := Real.cosh_sq (1 / g)
      unfold sdwGap
      generalize sinh (1 / g) = s at *
      generalize cosh (1 / g) = c at *
      linear_combination -L ^ 2 * s⁻¹ ^ 2 * hcs - L ^ 2 * (s * s⁻¹ + 1) * e
    rw [h, Real.sqrt_sq (by positivity)]
  have hdiff : meanFieldEnergy g L 0 - meanFieldEnergy g L (sdwGap g L) =
      L / 2 * (L * cosh (1 / g) / sinh (1 / g) - L) := by
    rw [hedge] at hband
    unfold meanFieldEnergy
    rw [hzero]
    linear_combination hband / 2
  have hE : exp (1 / g) * exp (-(1 / g)) = 1 := by
    rw [← Real.exp_add, add_neg_cancel, Real.exp_zero]
  have hden : exp (2 / g) - 1 = 2 * exp (1 / g) * sinh (1 / g) := by
    rw [Real.sinh_eq, show 2 / g = 1 / g + 1 / g by ring, Real.exp_add]
    linear_combination hE
  have hcs : cosh (1 / g) - sinh (1 / g) = exp (-(1 / g)) := by
    rw [Real.cosh_eq, Real.sinh_eq]
    ring
  have hEpos := Real.exp_pos (1 / g)
  rw [hdiff, hden, eq_div_iff (by positivity)]
  generalize sinh (1 / g) = s at *
  generalize cosh (1 / g) = c at *
  generalize exp (1 / g) = E at *
  linear_combination L ^ 2 * E * c * e + L ^ 2 * E * hcs + L ^ 2 * hE

end

end NestingGap
```

```lean
#print axioms NestingGap.gap_equation_iff
#print axioms NestingGap.weak_coupling_gap
#print axioms NestingGap.sdwGap_minimises_energy
#print axioms NestingGap.condensation_energy
```

```
'NestingGap.gap_equation_iff' depends on axioms: [propext, Classical.choice, Quot.sound]
'NestingGap.weak_coupling_gap' depends on axioms: [propext, Classical.choice, Quot.sound]
'NestingGap.sdwGap_minimises_energy' depends on axioms: [propext, Classical.choice, Quot.sound]
'NestingGap.condensation_energy' depends on axioms: [propext, Classical.choice, Quot.sound]
```
